# In a two-state model, the exponential of the excitation operator T is 1 + T

In a model with only two states, a reference state 0 and an excited state 1, the operator T takes the reference to t times the excited state and sends the excited state to zero, where t is any complex number. With the states in the order 0, 1 and matrices acting on column vectors, T has rows (0, 0) and (t, 0). `exp_excitation` states that the exponential of T is the 2 × 2 matrix with rows (1, 0) and (t, 1), which is 1 + T. The proof shows that T² = 0, cuts the exponential series down to its first two terms, and then compares the matrices entry by entry.

The first attempt, which Lean rejects:

```lean
import Mathlib

open Matrix ComplexConjugate
open NormedSpace (exp)

namespace ExpExcitation

noncomputable section

/-- The excitation operator that takes the reference state 0 to the excited state 1 with
amplitude `t`. -/
def excitation (t : ℂ) : Matrix (Fin 2) (Fin 2) ℂ :=
  !![0, 0; t, 0]

/-- The exponential of the excitation operator is `1 + T`, written out as a matrix. -/
theorem exp_excitation (t : ℂ) : exp (excitation t) = !![1, 0; t, 1] := by
  have hsq : excitation t ^ 2 = 0 := by
    rw [pow_two]
    ext i j
    fin_cases i <;> fin_cases j <;> simp [excitation, Matrix.mul_apply, Fin.sum_univ_succ]
  -- the exponential series stops after the linear term
  have hexp : exp (excitation t) = 1 + excitation t := by
    rw [NormedSpace.exp_eq_tsum ℂ]
    beta_reduce
    rw [tsum_eq_sum (s := Finset.range 2)]
    · simp [Finset.sum_range_succ]
    · intro k hk
      have hk2 : 2 ≤ k := by simpa using hk
      rw [pow_eq_zero_of_le hk2 hsq, smul_zero]
  rw [hexp]
  ext i j
  fin_cases i <;> fin_cases j <;> simp [excitation]

end

end ExpExcitation
```

Lean reports:

```
Main.lean:28:29: error: Type mismatch: After simplification, term
  hk
 has type
  1 < k
but is expected to have type
  2 ≤ k
```

After these edits no error is left:

```diff
@@ -26,5 +26,7 @@
     · simp [Finset.sum_range_succ]
     · intro k hk
-      have hk2 : 2 ≤ k := by simpa using hk
+      have hk2 : 2 ≤ k := by
+        rw [Finset.mem_range] at hk
+        omega
       rw [pow_eq_zero_of_le hk2 hsq, smul_zero]
   rw [hexp]
```

Cause. To drop the later terms of the series, the proof needs `2 ≤ k` for every `k` outside `Finset.range 2`, the set {0, 1}. The message says that `simpa using hk` simplified this hypothesis to `1 < k`, while the expected type was `2 ≤ k`. For natural numbers the two say the same thing, but they are written differently, and the final matching step of `simpa` did not identify them. So the mathematics was right and only the form of the inequality did not fit.

The repair no longer depends on the form `simp` chooses. `rw [Finset.mem_range] at hk` turns the hypothesis into `¬k < 2`, and `omega`, which decides linear arithmetic over the natural numbers and integers, derives `2 ≤ k` from it.
